# Two gapped chiral two-band chains deform into each other with gap and chiral symmetry intact exactly when their windings agree

## Do equal windings guarantee a gapped path?

Take a non-interacting chain with two sites per cell, lattice constant 1 and chiral (sublattice) symmetry. Its Bloch Hamiltonian is
\[
H(k)=\begin{pmatrix}0&h(k)\\ \overline{h(k)}&0\end{pmatrix},
\]
with energies \(\pm|h(k)|\), so the chain is gapped when \(h\) has no zero. I assume that \(h\) is \(C^1\) and \(2\pi\)-periodic, and define the winding as
\[
W(h)=\frac{1}{2\pi i}\int_0^{2\pi}\frac{h'(k)}{h(k)}\,dk .
\]

I know that \(W\) can't change while the gap stays open and the chiral symmetry is kept. I would like to see the converse as well: if \(W(g)=W(h)\), some continuous gapped family of periodic chiral chains connects \(g\) to \(h\). Can both directions be made rigorous and machine-checked?

## Yes: the phase difference supplies the path

Define the accumulated complex phase \(\Phi_h(k)=\int_0^k h'(t)/h(t)\,dt\). Its imaginary part follows the argument of \(h\), its real part the logarithm of \(|h|\). Since \(\Phi_h'=h'/h\),
\[
\frac{d}{dk}\left(h\,e^{-\Phi_h}\right)=h'e^{-\Phi_h}-h\,\frac{h'}{h}\,e^{-\Phi_h}=0,
\qquad\text{so}\qquad h(k)=h(0)\,e^{\Phi_h(k)} .
\]
The integrand is periodic, hence \(\Phi_h(k+2\pi)=\Phi_h(k)+\Phi_h(2\pi)\), and \(\Phi_h(2\pi)=2\pi i\,W(h)\).

**Equal windings give a path.** Let \(\delta=\Phi_h-\Phi_g\). If \(W(g)=W(h)\), the increments over a period cancel and \(\delta\) is periodic. Choose \(c\) with \(e^c=h(0)/g(0)\) and set
\[
F(s,k)=g(k)\,e^{s(c+\delta(k))}.
\]
This is jointly continuous, periodic in \(k\) and never zero. At \(s=0\) it is \(g(k)\). At \(s=1\) it is
\[
g(0)e^{\Phi_g(k)}\,\frac{h(0)}{g(0)}\,e^{\Phi_h(k)-\Phi_g(k)}=h(0)e^{\Phi_h(k)}=h(k).
\]

**A path forces equal windings.** Let \(F\) be any such family and fix \(s\). The ratio \(F(t,k)/F(s,k)\) equals 1 at \(t=s\). Because \([0,2\pi]\) is compact, for all \(t\) near \(s\) the ratio avoids the closed negative real axis at every \(k\). Its principal logarithm \(\psi\) is then continuous and periodic, and \(F(t,k)=F(s,k)e^{\psi(k)}\).

Call two members related if they differ by such a factor. Exponents add and subtract, so the parameters \(t\) whose member is related to \(F(0,\cdot)\) form an open and closed set. It contains 0, so it is the whole line. Hence \(h=g\,e^{\varphi}\) with \(\varphi\) continuous and periodic.

Inserting the phase formulas gives \(e^{\varphi(k)-\delta(k)}=h(0)/g(0)\) for every \(k\). The values of \(\varphi-\delta\) can therefore differ only by multiples of \(2\pi i\), and by continuity \(\varphi-\delta\) is constant. Comparing \(k=0\) with \(k=2\pi\), where \(\varphi(2\pi)=\varphi(0)\) and \(\delta(0)=0\), gives \(\delta(2\pi)=0\), which is \(W(g)=W(h)\).

**One harmonic per class.** From \(h(2\pi)=h(0)\) we get \(e^{\Phi_h(2\pi)}=1\), so \(W(h)\) is an integer \(n\). The chain \(e^{ink}\) has \(h'/h=in\) and winding \(n\). Every gapped chain thus deforms to \(e^{ink}\) for exactly one \(n\).

```lean
import Mathlib

open scoped Real Topology

namespace ChiralChainClassification

noncomputable section

/-- A gapped chiral chain, given by the off-diagonal element `h k` of its Bloch Hamiltonian:
continuously differentiable, `2π`-periodic and nowhere zero. -/
structure GappedChain (h : ℝ → ℂ) : Prop where
  smooth : ContDiff ℝ 1 h
  periodic : Function.Periodic h (2 * π)
  gap : ∀ k, h k ≠ 0

/-- The winding: the integral of `h'/h` over the Brillouin zone, divided by `2πi`. -/
def winding (h : ℝ → ℂ) : ℂ :=
  (∫ k in (0 : ℝ)..(2 * π), deriv h k / h k) / (2 * π * Complex.I)

/-- The complex phase accumulated between momentum `0` and momentum `k`. -/
def phase (h : ℝ → ℂ) (k : ℝ) : ℂ := ∫ t in (0 : ℝ)..k, deriv h t / h t

/-- `g` can be deformed into `h` through a jointly continuous family that is periodic in
momentum and never closes the gap. -/
def Deformable (g h : ℝ → ℂ) : Prop :=
  ∃ F : ℝ → ℝ → ℂ, Continuous (fun p : ℝ × ℝ => F p.1 p.2) ∧ (∀ s k, F s k ≠ 0) ∧
    (∀ s k, F s (k + 2 * π) = F s k) ∧ F 0 = g ∧ F 1 = h

/-- `h` is `g` times the exponential of a continuous function periodic in momentum. -/
def PhaseRelated (g h : ℝ → ℂ) : Prop :=
  ∃ φ : ℝ → ℂ, Continuous φ ∧ Function.Periodic φ (2 * π) ∧
    ∀ k, h k = g k * Complex.exp (φ k)

/-- The chain whose Bloch element is the pure harmonic `exp(ink)`. -/
def harmonic (n : ℤ) (k : ℝ) : ℂ := Complex.exp (n * k * Complex.I)

variable {g h : ℝ → ℂ}

/-- The accumulated phase changes with momentum at the rate `h'/h`. -/
theorem GappedChain.hasDerivAt_phase (hh : GappedChain h) (k : ℝ) :
    HasDerivAt (phase h) (deriv h k / h k) k := by
  have hc : Continuous fun t => deriv h t / h t :=
    (hh.smooth.continuous_deriv le_rfl).div hh.smooth.continuous hh.gap
  exact (hc.integral_hasStrictDerivAt 0 k).hasDerivAt

/-- The Bloch element is its value at zero momentum times the exponential of the phase. -/
theorem GappedChain.eq_exp_phase (hh : GappedChain h) (k : ℝ) :
    h k = h 0 * Complex.exp (phase h k) := by
  -- the product of `h` and `exp (-phase)` has zero derivative
  have hd : ∀ t, HasDerivAt (fun t => h t * Complex.exp (-phase h t)) 0 t := by
    intro t
    have h1 := (hh.smooth.differentiable (by simp) t).hasDerivAt
    have h2 := (hh.hasDerivAt_phase t).fun_neg.cexp
    refine (h1.fun_mul h2).congr_deriv ?_
    have h3 := hh.gap t
    have e : h t * (deriv h t / h t) = deriv h t := by field_simp
    linear_combination (-Complex.exp (-phase h t)) * e
  have hc := is_const_of_deriv_eq_zero (fun t => (hd t).differentiableAt)
    (fun t => (hd t).deriv) k 0
  have h0 : phase h 0 = 0 := by simp [phase]
  simp only [h0, neg_zero, Complex.exp_zero, mul_one] at hc
  rw [← hc, mul_assoc, ← Complex.exp_add, neg_add_cancel, Complex.exp_zero, mul_one]

/-- Each passage through the Brillouin zone adds the same amount to the phase. -/
theorem GappedChain.phase_add_period (hh : GappedChain h) (k : ℝ) :
    phase h (k + 2 * π) = phase h k + phase h (2 * π) := by
  have hper : Function.Periodic (fun t => deriv h t / h t) (2 * π) := by
    intro t
    have e : (fun x => h (x + 2 * π)) = h := funext hh.periodic
    have d : deriv h (t + 2 * π) = deriv h t := by
      rw [← deriv_comp_add_const, e]
    simp only [d, hh.periodic t]
  have hc : Continuous fun t => deriv h t / h t :=
    (hh.smooth.continuous_deriv le_rfl).div hh.smooth.continuous hh.gap
  have hi : ∀ a b, IntervalIntegrable (fun t => deriv h t / h t) MeasureTheory.volume a b :=
    fun a b => hc.intervalIntegrable a b
  have h1 := intervalIntegral.integral_add_adjacent_intervals (hi 0 k) (hi k (k + 2 * π))
  have h2 := hper.intervalIntegral_add_eq k 0
  simp only [zero_add] at h2
  unfold phase
  rw [← h1, h2]

/-- A continuous complex function of momentum whose exponential is constant is constant. -/
theorem constant_of_exp_constant {D : ℝ → ℂ} (hD : Continuous D)
    (he : ∀ k, Complex.exp (D k) = Complex.exp (D 0)) (k : ℝ) : D k = D 0 := by
  have hopen : IsOpen {t | D t = D 0} := by
    refine isOpen_iff_mem_nhds.2 fun s hs => ?_
    have hs' : D s = D 0 := hs
    have hc : Continuous fun t => |(D t - D 0).im| :=
      (Complex.continuous_im.comp (hD.sub continuous_const)).abs
    have ev : ∀ᶠ t in 𝓝 s, |(D t - D 0).im| < π :=
      hc.continuousAt.eventually_lt continuousAt_const (by simp [hs', Real.pi_pos])
    filter_upwards [ev] with t ht
    -- a logarithm of `1` with small imaginary part vanishes
    have h1 : Complex.exp (D t - D 0) = 1 := by
      rw [Complex.exp_sub, he t, div_self (Complex.exp_ne_zero _)]
    have h2 := Complex.log_exp (abs_lt.1 ht).1 (abs_lt.1 ht).2.le
    rw [h1, Complex.log_one] at h2
    exact sub_eq_zero.1 h2.symm
  have hu := IsClopen.eq_univ ⟨isClosed_eq hD continuous_const, hopen⟩ ⟨0, rfl⟩
  exact Set.eq_univ_iff_forall.1 hu k

/-- The end points of a gap-preserving deformation differ by a factor, the exponential of a
continuous periodic function. -/
theorem Deformable.phaseRelated (hd : Deformable g h) : PhaseRelated g h := by
  obtain ⟨F, hF, h0, hp, rfl, rfl⟩ := hd
  have hs : ∀ t, Continuous (F t) := fun t => hF.comp (continuous_const.prodMk continuous_id)
  -- neighbouring members: take the principal logarithm of the ratio
  have key : ∀ s, ∀ᶠ t in 𝓝 s, PhaseRelated (F s) (F t) := by
    intro s
    have hc : Continuous fun p : ℝ × ℝ => F p.1 p.2 / F s p.2 :=
      hF.div ((hs s).comp continuous_snd) fun p => h0 s p.2
    have ev : ∀ᶠ t in 𝓝 s, ∀ k ∈ Set.Icc 0 (2 * π), F t k / F s k ∈ Complex.slitPlane := by
      refine isCompact_Icc.eventually_forall_of_forall_eventually fun k _ => ?_
      refine hc.continuousAt.eventually_mem (Complex.isOpen_slitPlane.mem_nhds ?_)
      simp [div_self (h0 s k), Complex.one_mem_slitPlane]
    filter_upwards [ev] with t ht
    have hper : Function.Periodic (fun k => F t k / F s k) (2 * π) :=
      fun k => by simp only [hp]
    have hm : ∀ k, F t k / F s k ∈ Complex.slitPlane := fun k => by
      obtain ⟨y, hy, e⟩ := hper.exists_mem_Ico₀ Real.two_pi_pos k
      have e' : F t k / F s k = F t y / F s y := e
      rw [e']
      exact ht y ⟨hy.1, hy.2.le⟩
    refine ⟨fun k => Complex.log (F t k / F s k), ((hs t).div (hs s) (h0 s)).clog hm,
      fun k => by simp only [hp], fun k => ?_⟩
    have h1 := h0 s k
    rw [Complex.exp_log (div_ne_zero (h0 t k) h1)]
    field_simp
  -- the members related to `F 0` form an open and closed set of parameters
  have hopen : IsOpen {t | PhaseRelated (F 0) (F t)} := by
    refine isOpen_iff_mem_nhds.2 fun s ⟨φ, cφ, pφ, eφ⟩ => ?_
    filter_upwards [key s] with t ⟨ψ, cψ, pψ, eψ⟩
    exact ⟨fun k => φ k + ψ k, cφ.add cψ, fun k => by simp only [pφ k, pψ k],
      fun k => by rw [eψ k, eφ k, Complex.exp_add, mul_assoc]⟩
  have hclosed : IsClosed {t | PhaseRelated (F 0) (F t)} := by
    refine isOpen_compl_iff.1 (isOpen_iff_mem_nhds.2 fun s hn => ?_)
    filter_upwards [key s] with t ⟨ψ, cψ, pψ, eψ⟩
    rintro ⟨φ, cφ, pφ, eφ⟩
    refine hn ⟨fun k => φ k - ψ k, cφ.sub cψ, fun k => by simp only [pφ k, pψ k],
      fun k => ?_⟩
    rw [Complex.exp_sub, ← mul_div_assoc, ← eφ k, eq_div_iff (Complex.exp_ne_zero _), eψ k]
  have hu := IsClopen.eq_univ ⟨hclosed, hopen⟩ ⟨0, (key 0).self_of_nhds⟩
  exact Set.eq_univ_iff_forall.1 hu 1

/-- Two gapped chiral chains can be deformed into each other without closing the gap if and
only if their windings agree. -/
theorem deformable_iff_winding_eq (hg : GappedChain g) (hh : GappedChain h) :
    Deformable g h ↔ winding g = winding h := by
  have cg : Continuous (phase g) :=
    continuous_iff_continuousAt.2 fun k => (hg.hasDerivAt_phase k).continuousAt
  have ch : Continuous (phase h) :=
    continuous_iff_continuousAt.2 fun k => (hh.hasDerivAt_phase k).continuousAt
  constructor
  · intro hd
    obtain ⟨φ, cφ, pφ, eφ⟩ := hd.phaseRelated
    -- the periodic exponent equals the phase difference up to a constant
    have hD : ∀ k, Complex.exp (φ k - (phase h k - phase g k)) = h 0 / g 0 := by
      intro k
      have e := eφ k
      rw [hh.eq_exp_phase k, hg.eq_exp_phase k] at e
      rw [Complex.exp_sub, Complex.exp_sub, div_div_eq_mul_div,
        div_eq_div_iff (Complex.exp_ne_zero _) (hg.gap 0)]
      linear_combination -e
    have hc := constant_of_exp_constant (D := fun k => φ k - (phase h k - phase g k))
      (cφ.sub (ch.sub cg)) (fun k => (hD k).trans (hD 0).symm) (2 * π)
    have p0 := pφ 0
    rw [zero_add] at p0
    have g0 : phase g 0 = 0 := by simp [phase]
    have h0 : phase h 0 = 0 := by simp [phase]
    simp only [p0, g0, h0] at hc
    have e : phase g (2 * π) = phase h (2 * π) := by linear_combination hc
    change phase g (2 * π) / (2 * π * Complex.I) = phase h (2 * π) / (2 * π * Complex.I)
    rw [e]
  · intro hw
    have hp : phase g (2 * π) = phase h (2 * π) :=
      (div_left_inj' Complex.two_pi_I_ne_zero).1 hw
    have cg' := hg.smooth.continuous
    -- switch on the periodic phase difference linearly
    refine ⟨fun s k => g k * Complex.exp
      (s * (Complex.log (h 0 / g 0) + (phase h k - phase g k))), by fun_prop,
      fun s k => mul_ne_zero (hg.gap k) (Complex.exp_ne_zero _), fun s k => ?_, ?_, ?_⟩
    · simp only [hg.periodic k, hg.phase_add_period, hh.phase_add_period, hp,
        add_sub_add_right_eq_sub]
    · funext k
      simp
    · funext k
      have h1 := hg.gap 0
      have h2 := Complex.exp_ne_zero (phase g k)
      simp only [Complex.ofReal_one, one_mul, Complex.exp_add, Complex.exp_sub,
        Complex.exp_log (div_ne_zero (hh.gap 0) h1)]
      rw [hg.eq_exp_phase k, hh.eq_exp_phase k]
      field_simp

/-- The harmonic chain `exp(ink)` is gapped. -/
theorem gappedChain_harmonic (n : ℤ) : GappedChain (harmonic n) where
  smooth := ((contDiff_const.mul Complex.ofRealCLM.contDiff).mul contDiff_const).cexp
  periodic := fun k => by
    have e : (n : ℂ) * ((k + 2 * π : ℝ) : ℂ) * Complex.I
        = n * k * Complex.I + n * (2 * π * Complex.I) := by
      push_cast
      ring
    unfold harmonic
    rw [e, Complex.exp_add, Complex.exp_int_mul_two_pi_mul_I, mul_one]
  gap := fun _ => Complex.exp_ne_zero _

/-- The harmonic chain `exp(ink)` has winding `n`. -/
theorem winding_harmonic (n : ℤ) : winding (harmonic n) = n := by
  have hd : ∀ k, deriv (harmonic n) k / harmonic n k = n * Complex.I := by
    intro k
    have h1 := (((hasDerivAt_id k).ofReal_comp.const_mul (n : ℂ)).mul_const Complex.I).cexp
    have h2 : HasDerivAt (harmonic n) (harmonic n k * (n * Complex.I)) k :=
      h1.congr_deriv (by simp [harmonic])
    rw [h2.deriv, mul_div_cancel_left₀ _ ((gappedChain_harmonic n).gap k)]
  unfold winding
  simp only [hd, intervalIntegral.integral_const, sub_zero, Complex.real_smul]
  rw [div_eq_iff Complex.two_pi_I_ne_zero]
  push_cast
  ring

/-- Every gapped chiral chain can be deformed, without closing the gap, into the harmonic chain
`exp(ink)` for exactly one integer `n`. -/
theorem existsUnique_deformable_harmonic (hh : GappedChain h) :
    ∃! n : ℤ, Deformable h (harmonic n) := by
  -- periodicity of `h` quantises the phase accumulated over one period
  have h1 : Complex.exp (phase h (2 * π)) = 1 := by
    have e := hh.eq_exp_phase (2 * π)
    have p := hh.periodic 0
    rw [zero_add] at p
    rw [p] at e
    exact mul_left_cancel₀ (hh.gap 0) (by rw [← e, mul_one])
  obtain ⟨n, hn⟩ := Complex.exp_eq_one_iff.1 h1
  have hw : winding h = n := by
    change phase h (2 * π) / (2 * π * Complex.I) = n
    rw [hn, div_eq_iff Complex.two_pi_I_ne_zero]
  refine ⟨n, (deformable_iff_winding_eq hh (gappedChain_harmonic n)).2
    (hw.trans (winding_harmonic n).symm), fun m hm => ?_⟩
  have e := (deformable_iff_winding_eq hh (gappedChain_harmonic m)).1 hm
  rw [hw, winding_harmonic] at e
  exact_mod_cast e.symm

end

end ChiralChainClassification
```

```lean
#print axioms ChiralChainClassification.deformable_iff_winding_eq
-- 'ChiralChainClassification.deformable_iff_winding_eq' depends on axioms: [propext, Classical.choice, Quot.sound]
#print axioms ChiralChainClassification.existsUnique_deformable_harmonic
-- 'ChiralChainClassification.existsUnique_deformable_harmonic' depends on axioms: [propext, Classical.choice, Quot.sound]
```

### What the Lean statements say about the chain

`GappedChain h` collects the three assumptions on the Bloch element: `smooth`, `periodic` and `gap`. The matrix \(H(k)\) itself doesn't appear. `winding` is \(W\), typed as a complex number; that it is an integer is derived. Replacing \(h\) by its conjugate, or \(k\) by \(-k\), reverses its sign.

`Deformable g h` asks for a jointly continuous, nowhere zero `F`, periodic in momentum, with `F 0 = g` and `F 1 = h`. Intermediate members need only be continuous. The parameter runs over all of \(\mathbb R\), which is no restriction: a family on \([0,1]\) extends by holding its end members fixed.

`deformable_iff_winding_eq` is the equivalence for two gapped chains, and `existsUnique_deformable_harmonic` is the classification by harmonics. Edge states, disorder, interactions and additional bands are not treated.

Within this class of non-interacting two-band chiral chains, unequal windings mean that every continuous periodic path between two chains closes the gap. Equal windings guarantee that some gapped path exists, but not that a particular path stays gapped. The restriction to chiral paths matters: a staggered on-site energy \(\pm m\) breaks the chiral symmetry and changes the energies to \(\pm\sqrt{|h(k)|^2+m^2}\), so a path with \(m\neq0\) between its end points can join chains of different winding without closing the gap.

### How the proof follows the calculation

- `hasDerivAt_phase` is the fundamental theorem of calculus. `eq_exp_phase` shows that \(h\,e^{-\Phi_h}\) has zero derivative and applies `is_const_of_deriv_eq_zero`. `phase_add_period` splits the integral at \(k\) and shifts the periodic part.
- `constant_of_exp_constant` shows that the set where `D t = D 0` is open and closed. Near such a point the imaginary part of the difference is below \(\pi\), so the principal logarithm of 1 forces the difference to vanish.
- `Deformable.phaseRelated` is the argument along the path. Its step `key` combines compactness with the principal logarithm, `hopen` and `hclosed` add and subtract exponents, and `IsClopen.eq_univ` reaches parameter 1.
- In `deformable_iff_winding_eq`, the first direction compares momenta \(0\) and \(2\pi\). The second supplies the explicit \(F\), with \(c\) the principal logarithm of \(h(0)/g(0)\).
- `gappedChain_harmonic` and `winding_harmonic` treat \(e^{ink}\). The last theorem obtains \(n\) from `Complex.exp_eq_one_iff` and its uniqueness from the equivalence.

### Losing the gap or the periodicity, and constant chains

The SSH family \(F(s,k)=(1-s)+s\,e^{ik}\) joins winding 0 to winding 1, but it vanishes at \(s=\tfrac12\), \(k=\pi\). The family \(e^{isk}\) joins the same end points without a zero, but it is not \(2\pi\)-periodic at intermediate \(s\). Each breaks one condition on \(F\), and the conclusion fails.

The smallest case is a pair of constant chains, which describe isolated dimers with winding 0. For \(g=1\) and \(h=-1\) the construction gives \(F(s,k)=e^{i\pi s}\): the hopping turns through complex values, whereas straight interpolation would pass through zero. If all hoppings had to stay real, \(F(s,0)\) would be real and could not change sign without vanishing, so the equivalence relies on complex hoppings being allowed.
